# When a Mulliken population is negative in a two-orbital model with nonnegative overlap

For an orbital with real coefficients `a` and `b` on two normalised basis functions of overlap `s`, the Mulliken gross population on the second function, per electron, is `b ^ 2 + s * a * b` divided by the squared norm `a ^ 2 + 2 * s * a * b + b ^ 2`. `population_neg_iff` concerns the undivided expression, which is the population itself when the orbital is normalised. It states that for real `a`, `b` and `s` with `0 ≤ s`, this expression is negative exactly when `a * b < 0` and `|b| < s * |a|`; neither normalisation of the orbital nor `s < 1` is assumed. The proof first shows, as `e`, that for opposite signs the overlap term equals `-(|b| * (s * |a|))`, and then gets each direction by comparing `|b|` with `s * |a|` after multiplying by `|b|`.

As first written in Lean, the proof fails:

```lean
import Mathlib

open Matrix

namespace PopulationNegIff

noncomputable section

/-- For nonnegative overlap, the population `b² + sab` is negative exactly when the
coefficients have opposite signs and `|b|` is below `s` times `|a|`. -/
theorem population_neg_iff (s a b : ℝ) (hs : 0 ≤ s) :
    b ^ 2 + s * a * b < 0 ↔ a * b < 0 ∧ |b| < s * |a| := by
  -- for opposite signs the overlap term is minus the product of magnitudes
  have e : a * b < 0 → s * a * b = -(|b| * (s * |a|)) := by
    intro hab
    have h1 : |a| * |b| = -(a * b) := by rw [← abs_mul, abs_of_neg hab]
    linear_combination (-s) * h1
  have hb : |b| * |b| = b ^ 2 := by rw [abs_mul_abs_self, sq]
  constructor
  · intro h
    have hab : a * b < 0 := by
      by_contra hc
      nlinarith [mul_nonneg hs (not_lt.1 hc), sq_nonneg b]
    refine ⟨hab, ?_⟩
    by_contra hc
    have h2 := mul_le_mul_of_nonneg_left (not_lt.1 hc) (abs_nonneg b)
    linarith [e hab]
  · rintro ⟨hab, h⟩
    have hb0 : b ≠ 0 := by
      rintro rfl
      simp at hab
    have h2 := mul_lt_mul_of_pos_left h (abs_pos.2 hb0)
    linarith [e hab]

end

end PopulationNegIff
```

Messages:

```
Main.lean:17:4: error: ring failed, ring expressions not equal
s a b : ℝ
hs : 0 ≤ s
hab : a * b < 0
h1 : |a| * |b| = -(a * b)
⊢ s * a * b * 2 + s * |b| * |a| * 2 = 0
```

Diagnosis. The error is a wrong sign in the coefficient given to `linear_combination` in the proof of `e`. That tactic subtracts the proposed multiple of `h1` from the goal, left side minus right side in each, and asks `ring` to check that the result is zero.

Here the goal's difference is `s * a * b + s * |a| * |b|`, and that of `h1` is `|a| * |b| + a * b`. The first is `s` times the second. With the coefficient `-s`, the subtraction becomes an addition, and the terms double instead of cancelling. This is the remainder in the message, `s * a * b * 2 + s * |b| * |a| * 2 = 0`, which `ring` cannot prove because the left side is not identically zero.

Changing the coefficient to `s` makes the difference vanish identically, so the step closes. The statement of `e` was correct and is unchanged. The reworded comment is mere tidying: it now says that the product of the magnitudes is multiplied by `s`.

As a diff, the version that Lean accepts:

```diff
@@ -11,9 +11,9 @@
 theorem population_neg_iff (s a b : ℝ) (hs : 0 ≤ s) :
     b ^ 2 + s * a * b < 0 ↔ a * b < 0 ∧ |b| < s * |a| := by
-  -- for opposite signs the overlap term is minus the product of magnitudes
+  -- for opposite signs, `s * a * b` is minus `s` times the product of the magnitudes
   have e : a * b < 0 → s * a * b = -(|b| * (s * |a|)) := by
     intro hab
     have h1 : |a| * |b| = -(a * b) := by rw [← abs_mul, abs_of_neg hab]
-    linear_combination (-s) * h1
+    linear_combination s * h1
   have hb : |b| * |b| = b ^ 2 := by rw [abs_mul_abs_self, sq]
   constructor
```
